# Every traceless 2×2 complex matrix is a combination of Pauli matrices with coefficients tr(σᵢM)/2

On the two-dimensional state space of a spin-1/2, an operator with zero trace has no identity part and can be written with the three Pauli matrices alone. `pauli_expansion` states this for any 2×2 complex matrix `M` of trace zero: `M` is the sum over i of tr(σᵢM)/2 times σᵢ. `M` need not be Hermitian, so the coefficients may be complex. The proof first gets `M 1 1 = -M 0 0` from the vanishing trace, then compares the two sides entry by entry, expanding with `simp` and leaving the remaining algebra to a `first` block.

In Lean, a first try:

```lean
import Mathlib

open Matrix

namespace SpinHalfRotation

noncomputable section

/-- The three Pauli matrices, in the order x, y, z. -/
def pauli : Fin 3 → Matrix (Fin 2) (Fin 2) ℂ :=
  ![!![0, 1; 1, 0], !![0, -Complex.I; Complex.I, 0], !![1, 0; 0, -1]]

/-- A traceless 2×2 matrix `M` is the combination of Pauli matrices with
coefficients `tr(σ_i M)/2`. -/
theorem pauli_expansion (M : Matrix (Fin 2) (Fin 2) ℂ) (hM : M.trace = 0) :
    M = ∑ i, ((pauli i * M).trace / 2) • pauli i := by
  have h : M 1 1 = -M 0 0 := by
    rw [Matrix.trace_fin_two] at hM
    linear_combination hM
  ext a b
  fin_cases a <;> fin_cases b <;>
    simp [pauli, Fin.sum_univ_three, Matrix.trace_fin_two, Matrix.mul_apply,
      Fin.sum_univ_two, h]
  all_goals first
    | ring
    | linear_combination ((M 0 1 - M 1 0) / 2) * Complex.I_sq
    | linear_combination ((M 1 0 - M 0 1) / 2) * Complex.I_sq

end

end SpinHalfRotation
```

The compiler's answer:

```
Try this:
  [apply] ring_nf
  
  The `ring` tactic failed to close the goal. Use `ring_nf` to obtain a normal form.
    
  Note that `ring` works primarily in *commutative* rings. If you have a noncommutative ring, abelian group or module, consider using `noncomm_ring`, `abel` or `module` instead.
Try this:
  [apply] ring_nf
  
  The `ring` tactic failed to close the goal. Use `ring_nf` to obtain a normal form.
    
  Note that `ring` works primarily in *commutative* rings. If you have a noncommutative ring, abelian group or module, consider using `noncomm_ring`, `abel` or `module` instead.
Main.lean:16:52: error: unsolved goals
case «0».«1»
M : Matrix (Fin 2) (Fin 2) ℂ
hM : M.trace = 0
h : M 1 1 = -M 0 0
⊢ M 0 1 = M 1 0 * (1 / 2) + M 1 0 * Complex.I ^ 2 * (1 / 2) + M 0 1 * (1 / 2) + M 0 1 * Complex.I ^ 2 * (-1 / 2)

case «1».«0»
M : Matrix (Fin 2) (Fin 2) ℂ
hM : M.trace = 0
h : M 1 1 = -M 0 0
⊢ M 1 0 = M 1 0 * (1 / 2) + M 1 0 * Complex.I ^ 2 * (-1 / 2) + M 0 1 * (1 / 2) + M 0 1 * Complex.I ^ 2 * (1 / 2)
```

This version goes through:

```diff
@@ -23,5 +23,5 @@
       Fin.sum_univ_two, h]
   all_goals first
-    | ring
+    | ring1
     | linear_combination ((M 0 1 - M 1 0) / 2) * Complex.I_sq
     | linear_combination ((M 1 0 - M 0 1) / 2) * Complex.I_sq
```

Diagnosis. The error shows the two off-diagonal entries left unproved, each with `Complex.I ^ 2` still in it. These equations need I² = −1, which `ring` does not use: it treats `Complex.I` as just another symbol.

The `linear_combination` lines supply that fact through `Complex.I_sq`, but they were never reached. When `ring` cannot close a goal, it falls back to `ring_nf`, which here rewrote the goal and left it open. The two "Try this" messages record this, once for each entry. Since the fallback raised no error, `first` counted `ring` as a success and tried nothing further.

The diff replaces `ring` with `ring1`, which has no such fallback and fails unless it closes the goal. On the off-diagonal entries that failure sends `first` on to the `linear_combination` lines, whose multiples of `Complex.I_sq` account exactly for the difference between the two sides.
